# The variance of a two-level observable in a normalised state with real amplitudes

An observable of a two-level system is diagonal, with real values `m` and `M`, and the state has real amplitudes `c` and `s` with `c ^ 2 + s ^ 2 = 1`. The theorem `two_level_variance` says that the variance, defined as the expectation value of the squared deviation from the mean, equals `(M - m) ^ 2 * c ^ 2 * s ^ 2`. The proof first computes the expectation value of any real diagonal matrix in this state (`hE`), then the square of the observable shifted by a real number (`hsq`). Putting these together and replacing `c ^ 2` by `1 - s ^ 2` leaves an identity for `ring`.

The first attempt, which Lean rejects:

```lean
import Mathlib

open Matrix

namespace TwoLevelVariance

noncomputable section

variable {n : Type*} [Fintype n] [DecidableEq n]

/-- The expectation value of `A` in the state `ψ`, the real part of `ψ† A ψ`. -/
def expectation (A : Matrix n n ℂ) (ψ : n → ℂ) : ℝ :=
  (star ψ ⬝ᵥ A *ᵥ ψ).re

/-- The variance of `A` in the state `ψ`: the expectation value of `(A - ⟨A⟩)²`. -/
def variance (A : Matrix n n ℂ) (ψ : n → ℂ) : ℝ :=
  expectation ((A - (expectation A ψ : ℂ) • (1 : Matrix n n ℂ)) ^ 2) ψ

/-- A two-level system with levels `m` and `M` and real amplitudes `c` and `s`, normalised by
`c² + s² = 1`, has variance `(M - m)² c² s²`. -/
theorem two_level_variance (m M c s : ℝ) (h : c ^ 2 + s ^ 2 = 1) :
    variance !![(m : ℂ), 0; 0, (M : ℂ)] ![(c : ℂ), (s : ℂ)]
      = (M - m) ^ 2 * c ^ 2 * s ^ 2 := by
  have hE : ∀ x y : ℝ, expectation !![(x : ℂ), 0; 0, (y : ℂ)] ![(c : ℂ), (s : ℂ)]
      = x * c ^ 2 + y * s ^ 2 := by
    intro x y
    simp [expectation, Matrix.mulVec, dotProduct, Fin.sum_univ_succ]
    ring
  have hsq : ∀ a : ℝ, (!![(m : ℂ), 0; 0, (M : ℂ)] - (a : ℂ) • (1 : Matrix (Fin 2) (Fin 2) ℂ)) ^ 2
      = !![(((m - a) ^ 2 : ℝ) : ℂ), 0; 0, (((M - a) ^ 2 : ℝ) : ℂ)] := by
    intro a
    ext i j
    fin_cases i <;> fin_cases j <;> simp [pow_two, Matrix.mul_apply, Fin.sum_univ_succ]
  have hc : c ^ 2 = 1 - s ^ 2 := by linarith
  unfold variance
  rw [hsq, hE, hE, hc]
  ring

end

end TwoLevelVariance
```

Lean reports:

```
Main.lean:30:70: error: unsolved goals
case «1».«1»
m M c s : ℝ
h : c ^ 2 + s ^ 2 = 1
hE : ∀ (x y : ℝ), expectation !![↑x, 0; 0, ↑y] ![↑c, ↑s] = x * c ^ 2 + y * s ^ 2
a : ℝ
⊢ (↑M - ↑a * 1 1 (Fin.succ 0)) * (↑M - ↑a * 1 (Fin.succ 0) 1) = (↑M - ↑a) * (↑M - ↑a)
```

Diagnosis. The error is in `hsq`, at the lower right entry of the squared matrix. The goal left there is true, but it still contains the identity matrix's entries `1 1 (Fin.succ 0)` and `1 (Fin.succ 0) 1`. Both are the diagonal entry at index 1, so both equal 1. The index `Fin.succ 0` comes from expanding the matrix product's sum with `Fin.sum_univ_succ`. `simp` left it in that form, beside an index written `1`, and did not reduce the entries to 1.

The repair removes the identity matrix before multiplying. The new fact `hd` writes the shifted observable as an explicit diagonal matrix, and is proved entry by entry, with no sum to expand. After `rw` puts `hd` in and `pow_two` turns the square into a product, `Matrix.mul_fin_two` multiplies the two explicit matrices directly, so no `Fin.succ 0` arises. The last `simp [pow_two]` clears the zero terms and matches the squares and the casts from real to complex numbers.

Lean accepts the file once it reads:

```diff
@@ -30,6 +30,10 @@
       = !![(((m - a) ^ 2 : ℝ) : ℂ), 0; 0, (((M - a) ^ 2 : ℝ) : ℂ)] := by
     intro a
-    ext i j
-    fin_cases i <;> fin_cases j <;> simp [pow_two, Matrix.mul_apply, Fin.sum_univ_succ]
+    have hd : !![(m : ℂ), 0; 0, (M : ℂ)] - (a : ℂ) • (1 : Matrix (Fin 2) (Fin 2) ℂ)
+        = !![(m : ℂ) - a, 0; 0, (M : ℂ) - a] := by
+      ext i j
+      fin_cases i <;> fin_cases j <;> simp
+    rw [hd, pow_two, Matrix.mul_fin_two]
+    simp [pow_two]
   have hc : c ^ 2 = 1 - s ^ 2 := by linarith
   unfold variance
```
